# The spin-½ raising matrix has rank one but no invertible one-by-one principal submatrix

The declaration concerns the complex two-by-two matrix whose only nonzero entry is a 1 above the diagonal, which in the basis (up, down) is the spin-½ raising operator in units of ħ. It states that this matrix has rank one, yet that no principal submatrix on a single index is invertible. For the rank, the attempt writes the matrix as a column times a row, which gives at most one, and then obtains the one-by-one identity by multiplying the matrix by a row and a column, which gives at least one. For the second claim it notes that each such submatrix is a diagonal entry, hence zero, and that if zero were invertible then 0 would equal 1.

Lean 4 with Mathlib refuses this proof:

```lean
import Mathlib

open Matrix

namespace SkeletonDecomposition

noncomputable section

variable {n : Type*} [Fintype n] [DecidableEq n]

/-- The principal submatrix of `M` on the index set `K`. -/
def core (M : Matrix n n ℂ) (K : Finset n) : Matrix K K ℂ :=
  M.submatrix (fun k => (k : n)) (fun k => (k : n))

/-- The two by two matrix with a single nonzero entry, above the diagonal. -/
def raising : Matrix (Fin 2) (Fin 2) ℂ := !![0, 1; 0, 0]

/-- The non-Hermitian matrix `raising` has rank one but no invertible one by one principal
submatrix. -/
theorem raising_no_invertible_core :
    raising.rank = 1 ∧ ∀ K : Finset (Fin 2), K.card = 1 → ¬ IsUnit (core raising K) := by
  constructor
  · apply le_antisymm
    · -- a column times a row
      have h : raising = (!![1; 0] : Matrix (Fin 2) (Fin 1) ℂ) * !![0, 1] := by
        ext i j
        fin_cases i <;> fin_cases j <;> simp [raising, Matrix.mul_apply]
      rw [h]
      refine (Matrix.rank_mul_le_left _ _).trans ?_
      simpa using Matrix.rank_le_card_width (!![1; 0] : Matrix (Fin 2) (Fin 1) ℂ)
    · have h : (1 : Matrix (Fin 1) (Fin 1) ℂ) = !![1, 0] * (raising * !![0; 1]) := by
        ext i j
        fin_cases i; fin_cases j
        simp [raising, Matrix.mul_apply, Fin.sum_univ_succ]
      have h1 : (1 : Matrix (Fin 1) (Fin 1) ℂ).rank = 1 := by
        rw [Matrix.rank_one, Fintype.card_fin]
      rw [← h1, h]
      exact (Matrix.rank_mul_le_right _ _).trans (Matrix.rank_mul_le_left _ _)
  · intro K hK hU
    obtain ⟨k, rfl⟩ := Finset.card_eq_one.1 hK
    have hd : ∀ i, raising i i = 0 := by
      intro i
      fin_cases i <;> simp [raising]
    have hz : core raising {k} = 0 := by
      ext i j
      change raising (i : Fin 2) (j : Fin 2) = 0
      rw [Finset.mem_singleton.1 i.2, Finset.mem_singleton.1 j.2]
      exact hd k
    rw [hz] at hU
    have h01 := congrFun (congrFun (isUnit_zero_iff.1 hU)
      ⟨k, Finset.mem_singleton_self k⟩) ⟨k, Finset.mem_singleton_self k⟩
    simp at h01

end

end SkeletonDecomposition
```

Lean reports:

```
Main.lean:25:25: error(lean.synthInstanceFailed): failed to synthesize instance of type class
  HMul (Matrix (Fin 2) (Fin 1) ℂ) (Matrix (Fin 1) (Fin 2) ℕ) (Matrix (Fin 2) (Fin 2) ℂ)

Hint: Type class instance resolution failures can be inspected with the `set_option trace.Meta.synthInstance true` command.
Main.lean:25:77: error: unsolved goals
case «0».«0»
⊢ 0 = (!![1; 0] * !![0, 1]) 0 0

case «0».«1»
⊢ 1 = (!![1; 0] * !![0, 1]) 0 1

case «1».«0»
⊢ 0 = (!![1; 0] * !![0, 1]) 1 0

case «1».«1»
⊢ 0 = (!![1; 0] * !![0, 1]) 1 1
Main.lean:28:10: error(lean.unknownIdentifier): Unknown identifier `h`
Main.lean:31:60: error(lean.synthInstanceFailed): failed to synthesize instance of type class
  HMul (Matrix (Fin 2) (Fin 2) ℂ) (Matrix (Fin 2) (Fin 1) ℕ) ?m.887

Hint: Type class instance resolution failures can be inspected with the `set_option trace.Meta.synthInstance true` command.
Main.lean:51:6: error: Invalid `⟨...⟩` notation: The expected type of this term could not be determined
Main.lean:51:40: error: Invalid `⟨...⟩` notation: The expected type of this term could not be determined
Main.lean:21:87: error: stuck at solving universe constraint
  ?u.177 + 1 =?= imax ?u.176 ?u.175
while trying to unify
  Eq.{imax ?u.176 ?u.175} (OfNat.ofNat.{?u.177} 0) (OfNat.ofNat.{?u.177} 1) : Prop
with
  Eq.{?u.177 + 1} (OfNat.ofNat.{?u.177} 0) (OfNat.ofNat.{?u.177} 1) : Prop
Main.lean:21:84: error: stuck at solving universe constraint
  ?u.177 + 1 =?= imax ?u.176 ?u.175
while trying to unify
  Eq.{imax ?u.176 ?u.175} (OfNat.ofNat.{?u.177} 0) (OfNat.ofNat.{?u.177} 1) : Prop
with
  Eq.{?u.177 + 1} (OfNat.ofNat.{?u.177} 0) (OfNat.ofNat.{?u.177} 1) : Prop
Main.lean:27:55: warning: This simp argument is unused:
  Matrix.mul_apply

Hint: Omit it from the simp argument list.
  [apply] simp [raising]

Note: This linter can be disabled with `set_option linter.unusedSimpArgs false`
```

In both products a matrix literal without a type, `!![0, 1]` or `!![0; 1]`, was given entries in `ℕ`, and Lean has no product of a complex matrix with a natural-number one. The unsolved goals, the unknown `h` and the unused `Matrix.mul_apply` follow from the first such failure. Writing the types over `ℂ` cures all of these.

The other errors come from the nested `congrFun`. It expects an equation between functions, and `isUnit_zero_iff.1 hU` was elaborated against that expectation before its type was fixed as a matrix type. Lean was left with universe constraints it could not solve, and with no type for the two `⟨...⟩` terms. Stating `hx` first lets `hU` fix the type, and `x` is given its index type outright.

The separate inequality `h2` and the replacement of the final `simp` by explicit steps answer no message, and as far as the messages show they are tidying.

The change, after which it compiles:

```diff
@@ -23,5 +23,6 @@
   · apply le_antisymm
     · -- a column times a row
-      have h : raising = (!![1; 0] : Matrix (Fin 2) (Fin 1) ℂ) * !![0, 1] := by
+      have h : raising = (!![1; 0] : Matrix (Fin 2) (Fin 1) ℂ) *
+          (!![0, 1] : Matrix (Fin 1) (Fin 2) ℂ) := by
         ext i j
         fin_cases i <;> fin_cases j <;> simp [raising, Matrix.mul_apply]
@@ -29,5 +30,6 @@
       refine (Matrix.rank_mul_le_left _ _).trans ?_
       simpa using Matrix.rank_le_card_width (!![1; 0] : Matrix (Fin 2) (Fin 1) ℂ)
-    · have h : (1 : Matrix (Fin 1) (Fin 1) ℂ) = !![1, 0] * (raising * !![0; 1]) := by
+    · have h : (1 : Matrix (Fin 1) (Fin 1) ℂ) = (!![1, 0] : Matrix (Fin 1) (Fin 2) ℂ) *
+          (raising * (!![0; 1] : Matrix (Fin 2) (Fin 1) ℂ)) := by
         ext i j
         fin_cases i; fin_cases j
@@ -35,6 +37,8 @@
       have h1 : (1 : Matrix (Fin 1) (Fin 1) ℂ).rank = 1 := by
         rw [Matrix.rank_one, Fintype.card_fin]
-      rw [← h1, h]
-      exact (Matrix.rank_mul_le_right _ _).trans (Matrix.rank_mul_le_left _ _)
+      have h2 : (1 : Matrix (Fin 1) (Fin 1) ℂ).rank ≤ raising.rank := by
+        rw [h]
+        exact (Matrix.rank_mul_le_right _ _).trans (Matrix.rank_mul_le_left _ _)
+      exact h1.symm.le.trans h2
   · intro K hK hU
     obtain ⟨k, rfl⟩ := Finset.card_eq_one.1 hK
@@ -48,7 +52,9 @@
       exact hd k
     rw [hz] at hU
-    have h01 := congrFun (congrFun (isUnit_zero_iff.1 hU)
-      ⟨k, Finset.mem_singleton_self k⟩) ⟨k, Finset.mem_singleton_self k⟩
-    simp at h01
+    have hx := isUnit_zero_iff.1 hU
+    have x : ({k} : Finset (Fin 2)) := ⟨k, Finset.mem_singleton_self k⟩
+    have h01 := congrFun (congrFun hx x) x
+    rw [Matrix.zero_apply, Matrix.one_apply_eq] at h01
+    exact zero_ne_one h01
 
 end
```
